# For a finite matrix Hamiltonian under rigid translation, first-order couplings fix the diagonal Debye–Waller element

Let H be a Hamiltonian on a finite-dimensional space, written in an orthonormal basis of its own eigenstates. It is then a diagonal matrix with real energies e_n. Let K be an anti-Hermitian matrix, K† = −K, that generates translations along one direction. An operator A carried rigidly through a displacement t becomes

A(t) = exp(tK) A exp(−tK).

For a particle on a line K stands for −d/dx, and a potential V(x) becomes V(x − t), so positive t moves the potential forwards. With [A, B] = AB − BA, define

D = [K, H],  F = [K, D].

These are the first and second derivatives of H(t) at t = 0, with matrix elements taken between the untranslated eigenstates. If t is a length, D is an energy per length and F an energy per length squared. F carries no factor 1/2: the quadratic term of H(t) is t²F/2.

## The second derivative as a sum over first-order couplings

For every level n,

F_nn = −2 Σ_m |D_mn|² / (e_n − e_m),

where m runs over the levels with e_m ≠ e_n. If all energies are distinct, this is the sum over all m ≠ n. Degenerate levels are allowed. Those with the same energy as n are left out of the sum, and D does not couple them to n.

The identity expresses the fact that a rigid translation leaves the energies unchanged. To second order in t, level n is shifted by t²F_nn/2 from the second derivative and by t² Σ_m |D_mn|²/(e_n − e_m) from the first derivative taken twice. The two contributions cancel.

## The sum rule in electron–phonon codes

Codes that compute the temperature dependence of electronic levels by second-order perturbation theory in the atomic displacements use a term with two first-order couplings, often called the Fan term, and a Debye–Waller term with the second derivative of the Hamiltonian. Second-derivative matrix elements are costly, and translational invariance is often used to replace them by products of first-order couplings. The identity above is that replacement for a single displacement of the whole system, in a finite-dimensional one-electron model.

Replacing atom-resolved Debye–Waller terms by first-order couplings in the same way takes a further assumption. The usual one is the rigid-ion approximation, which neglects mixed second derivatives with respect to the positions of different atoms.

As a test of an implementation, add the first-order couplings of all atoms for one Cartesian direction to obtain D, insert it in the right-hand side of the identity, and compare the result with a separately computed F_nn. The sum over m must include every level of the finite space; a truncated set of empty states in general leaves a remainder. A plane-wave cutoff does no harm in itself. At fixed wavevector k, translation multiplies each plane wave by a phase, so K is diagonal in that basis, with entries −i(k + G) along the displacement, and it has only to be transformed to the eigenbasis.

## From commutators to squared couplings

**Derivatives.** The product rule gives

dA(t)/dt = exp(tK) K A exp(−tK) − exp(tK) A K exp(−tK) = exp(tK) [K, A] exp(−tK).

The derivative of a translated operator is therefore the translated commutator. With A = H, the first derivative at t = 0 is D. Since dH(t)/dt is the translated D, the same rule with A = D gives the second derivative, F.

**First-order couplings.** Because H is diagonal,

D_mn = K_mn e_n − e_m K_mn = (e_n − e_m) K_mn.

D vanishes between levels of equal energy, and its diagonal is zero.

**Second-order elements.** Take two levels p and n with e_p = e_n; they may be the same level. Then

F_pn = Σ_m (K_pm D_mn − D_pm K_mn).

If e_m = e_n, both D_mn and D_pm are zero and the term vanishes. If e_m ≠ e_n, the generator can be eliminated:

K_mn = D_mn / (e_n − e_m),

K_pm = D_pm / (e_m − e_p) = −D_pm / (e_n − e_m).

The second product in the term is then the negative of the first. Since it is subtracted, the two contributions add up, so that

F_pn = −2 Σ_m D_pm D_mn / (e_n − e_m), over m with e_m ≠ e_n.

This holds for any matrix K.

**Squared moduli.** If K is anti-Hermitian, then

D† = (KH − HK)† = HK† − K†H = −HK + KH = D.

So D_nm is the complex conjugate of D_mn, and D_nm D_mn = |D_mn|². Setting p = n gives the identity.

**Lowest level.** If e_n ≤ e_m for all m, every denominator in the sum is negative. Every term is then at most zero, and the factor −2 makes F_nn ≥ 0.

## One level and two levels

With a single level, D and F are zero and the sum is empty. A nonzero coupling takes at least two levels. An example has energies e_0 = 0 and e_1 = 1 and the generator with rows (0, 1) and (−1, 0). Then D has rows (0, 1) and (1, 0), and

F_00 = −2 · 1 / (0 − 1) = 2.

The translated Hamiltonian can be written out in full here. Its upper-left element is sin² t, whose second derivative at t = 0 is 2, while its eigenvalues remain 0 and 1 for every t.

## The Lean file

```lean
import Mathlib

open Matrix
open scoped Matrix.Norms.Operator

namespace TranslationalDebyeWaller

noncomputable section

variable {ι : Type*} [Fintype ι] [DecidableEq ι]

/-- The commutator `[A, B] = AB - BA` of two operators. -/
def commutator (A B : Matrix ι ι ℂ) : Matrix ι ι ℂ := A * B - B * A

/-- The Hamiltonian in its eigenbasis, with real energies `e` on the diagonal. -/
def levels (e : ι → ℝ) : Matrix ι ι ℂ := Matrix.diagonal fun i => (e i : ℂ)

/-- The operator `A` after a rigid translation by `t` with generator `K`:
`exp(tK) A exp(-tK)`. -/
def translate (K A : Matrix ι ι ℂ) (t : ℝ) : Matrix ι ι ℂ :=
  NormedSpace.exp (t • K) * A * NormedSpace.exp (t • (-K))

/-- The first-order coupling matrix `D = [K, H]`. -/
def coupling (e : ι → ℝ) (K : Matrix ι ι ℂ) : Matrix ι ι ℂ :=
  commutator K (levels e)

/-- The second-order (Debye-Waller) matrix `F = [K, D]`. -/
def debyeWaller (e : ι → ℝ) (K : Matrix ι ι ℂ) : Matrix ι ι ℂ :=
  commutator K (coupling e K)

/-- The derivative of a translated operator is the translated commutator with the generator. -/
theorem hasDerivAt_translate (K A : Matrix ι ι ℂ) (t : ℝ) :
    HasDerivAt (translate K A) (translate K (commutator K A) t) t := by
  have h1 := hasDerivAt_exp_smul_const K t
  have h2 := hasDerivAt_exp_smul_const' (-K) t
  have h : HasDerivAt (translate K A) _ t := (h1.mul_const A).mul h2
  refine h.congr_deriv ?_
  simp only [translate, commutator, mul_sub, sub_mul, neg_mul, mul_neg, mul_assoc,
    ← sub_eq_add_neg]
  rfl

/-- The matrices `D` and `F` are the first and second derivatives of the translated
Hamiltonian at zero displacement. -/
theorem derivatives_of_translated_hamiltonian (e : ι → ℝ) (K : Matrix ι ι ℂ) :
    deriv (translate K (levels e)) 0 = coupling e K ∧
      deriv (deriv (translate K (levels e))) 0 = debyeWaller e K := by
  have h : deriv (translate K (levels e)) = translate K (coupling e K) :=
    funext fun t => (hasDerivAt_translate K (levels e) t).deriv
  constructor
  · rw [h]
    simp [translate]
  · rw [h]
    refine (hasDerivAt_translate K (coupling e K) 0).deriv.trans ?_
    simp [translate, debyeWaller]

/-- The coupling between two levels is their energy difference times the matrix element of
the generator. -/
theorem coupling_apply (e : ι → ℝ) (K : Matrix ι ι ℂ) (m n : ι) :
    coupling e K m n = ((e n : ℂ) - e m) * K m n := by
  rw [coupling, commutator, levels, Matrix.sub_apply, Matrix.mul_diagonal,
    Matrix.diagonal_mul]
  ring

/-- For an anti-Hermitian generator the first-order coupling matrix is Hermitian. -/
theorem coupling_isHermitian (e : ι → ℝ) {K : Matrix ι ι ℂ} (hK : Kᴴ = -K) :
    (coupling e K).IsHermitian := by
  have hH : (levels e)ᴴ = levels e := by
    rw [levels, Matrix.diagonal_conjTranspose]
    congr 1
    funext i
    exact Complex.conj_ofReal _
  rw [Matrix.IsHermitian, coupling, commutator, Matrix.conjTranspose_sub,
    Matrix.conjTranspose_mul, Matrix.conjTranspose_mul, hK, hH]
  noncomm_ring

/-- Between levels `p` and `n` of equal energy, the second-order matrix element is `-2 ∑ D_pm D_mn /
(e_n - e_m)`, summed over the levels `m` whose energy differs from `e_n`. -/
theorem debyeWaller_degenerate_block (e : ι → ℝ) (K : Matrix ι ι ℂ) {p n : ι}
    (he : e p = e n) :
    debyeWaller e K p n =
      -2 * ∑ m with e m ≠ e n,
        coupling e K p m * coupling e K m n / ((e n : ℂ) - e m) := by
  have hF : ∀ X : Matrix ι ι ℂ,
      commutator K X p n = ∑ m, (K p m * X m n - X p m * K m n) := fun X => by
    simp [commutator, Matrix.mul_apply, Finset.sum_sub_distrib]
  rw [debyeWaller, hF (coupling e K), Finset.sum_filter, Finset.mul_sum]
  refine Finset.sum_congr rfl fun m _ => ?_
  simp only [coupling_apply]
  by_cases h : e m = e n
  · -- levels of equal energy are not coupled at first order
    simp [h, he]
  · -- otherwise one energy difference cancels against the denominator
    have hne : (e n : ℂ) - e m ≠ 0 :=
      sub_ne_zero.mpr (by exact_mod_cast Ne.symm h)
    rw [if_pos h, he, mul_div_assoc, mul_div_cancel_left₀ _ hne]
    ring

/-- For an anti-Hermitian generator, the diagonal Debye-Waller element of level `n` is `-2 ∑ |D_mn|²
/ (e_n - e_m)`, summed over the levels `m` whose energy differs from `e_n`. -/
theorem debyeWaller_diagonal (e : ι → ℝ) {K : Matrix ι ι ℂ} (hK : Kᴴ = -K) (n : ι) :
    debyeWaller e K n n =
      ((-2 * ∑ m with e m ≠ e n, ‖coupling e K m n‖ ^ 2 / (e n - e m) : ℝ) : ℂ) := by
  rw [debyeWaller_degenerate_block e K rfl]
  push_cast
  congr 1
  refine Finset.sum_congr rfl fun m _ => ?_
  -- Hermiticity turns the product of couplings into a squared modulus
  have hD := (coupling_isHermitian e hK).apply n m
  rw [← hD, Complex.star_def, Complex.conj_mul']

/-- For an anti-Hermitian generator and a level of lowest energy, the diagonal Debye-Waller element
has nonnegative real part. -/
theorem debyeWaller_lowest_nonneg (e : ι → ℝ) {K : Matrix ι ι ℂ} (hK : Kᴴ = -K) (n : ι)
    (hmin : ∀ m, e n ≤ e m) : 0 ≤ (debyeWaller e K n n).re := by
  rw [debyeWaller_diagonal e hK n, Complex.ofReal_re]
  have h : ∑ m with e m ≠ e n, ‖coupling e K m n‖ ^ 2 / (e n - e m) ≤ 0 :=
    Finset.sum_nonpos fun m _ =>
      div_nonpos_of_nonneg_of_nonpos (sq_nonneg _) (sub_nonpos.mpr (hmin m))
  linarith

/-- For two levels with energies 0 and 1, the real rotation generator is anti-Hermitian and
the diagonal Debye-Waller element of the lower level equals 2. -/
theorem debyeWaller_witness :
    (!![0, 1; -1, 0] : Matrix (Fin 2) (Fin 2) ℂ)ᴴ = -!![0, 1; -1, 0] ∧
      debyeWaller ![0, 1] !![0, 1; -1, 0] 0 0 = 2 := by
  constructor
  · ext i j
    fin_cases i <;> fin_cases j <;> simp
  · rw [debyeWaller, commutator, Matrix.sub_apply, Matrix.mul_apply, Matrix.mul_apply]
    simp [Fin.sum_univ_two, coupling_apply]
    norm_num

end

end TranslationalDebyeWaller
```

```lean
#print axioms TranslationalDebyeWaller.derivatives_of_translated_hamiltonian
#print axioms TranslationalDebyeWaller.debyeWaller_diagonal
#print axioms TranslationalDebyeWaller.debyeWaller_lowest_nonneg
```

```
'TranslationalDebyeWaller.derivatives_of_translated_hamiltonian' depends on axioms: [propext, Classical.choice, Quot.sound]
'TranslationalDebyeWaller.debyeWaller_diagonal' depends on axioms: [propext, Classical.choice, Quot.sound]
'TranslationalDebyeWaller.debyeWaller_lowest_nonneg' depends on axioms: [propext, Classical.choice, Quot.sound]
```

## How the statements map to the physics

The finite type `ι` labels the eigenstates, and `e : ι → ℝ` gives their energies. `levels e` is H, `coupling e K` is D, `debyeWaller e K` is F, and `translate K A t` is A(t). The hypothesis `hK : Kᴴ = -K` says that K is anti-Hermitian, which makes exp(tK) unitary for real t: translation preserves norms and overlaps.

`derivatives_of_translated_hamiltonian` says that D and F, defined as commutators, are the first and second derivatives of the translated Hamiltonian at zero displacement. It holds for every K.

`debyeWaller_degenerate_block` is the formula for F_pn under the hypothesis `he : e p = e n`, again for every K. The notation `∑ m with e m ≠ e n` restricts the sum to levels of different energy.

`debyeWaller_diagonal` is the main identity. It assumes `hK` but does not assume distinct energies. Its right-hand side is a real number regarded as a complex one, so the theorem also says that F_nn has no imaginary part. `debyeWaller_lowest_nonneg` adds `hmin`, which says that no level lies below n, and concludes that the real part of F_nn is nonnegative. `debyeWaller_witness` is the two-level example: its generator is anti-Hermitian and F_00 = 2.

## How the proofs follow the derivation

`hasDerivAt_translate` applies the product rule to the two exponentials. Mathlib provides the derivative of exp(tK) with K on either side; the proof takes it on the right for the first factor and on the left for the second, so that both copies of K stand next to A and form the commutator. The theorem about D and F uses this lemma twice: once at every t, to identify the whole first-derivative function, and once at t = 0.

`coupling_apply` reads off D_mn = (e_n − e_m) K_mn from the products with a diagonal matrix. `coupling_isHermitian` first shows that H is Hermitian because its energies are real, then takes the adjoint of the commutator and inserts `hK`.

In `debyeWaller_degenerate_block`, the auxiliary statement `hF` writes a matrix element of a commutator as a sum over m, and the two sides are then compared term by term. The derivation above replaces K by D; the Lean proof goes the other way and writes every D in terms of K. For e_m = e_n both sides are zero. Otherwise one energy difference cancels against the denominator, and `ring` confirms that what remains is equal.

`debyeWaller_diagonal` sets p = n in the block formula and uses Hermiticity to turn D_nm D_mn into a squared modulus. The result for the lowest level follows from the sign of each term. The two-level value is computed from the commutator that defines F and does not pass through the general formula, so it is an independent check of the sign and the factor 2.

## Rigid displacements, orthonormal states, finite matrices

The theorems concern one displacement that moves the entire Hamiltonian. They contain no atoms, phonon modes or thermal averages, so `debyeWaller` names the second-derivative matrix under translation and not a temperature-dependent level shift. How well the rigid-ion approximation works for a given material is a separate physical question.

That a translation acts as exp(tK) A exp(−tK) with a finite anti-Hermitian K is the model, not a consequence derived from a lattice or a basis set. The continuum operator −d/dx is unbounded and lies beyond finite matrices. If a numerical Hamiltonian does not follow a displacement in this way, for instance because a real-space grid stays fixed while the atoms move, the computed F_nn may differ from the sum.

The eigenstates are orthonormal in the ordinary sense. In ultrasoft and PAW calculations the eigenvalue problem contains an overlap operator that moves with the atoms, and its derivatives enter the couplings. The identity as stated applies to the standard eigenvalue problem, and a code with a generalised one has to account for those additional terms before making the comparison.

Finally, the formula covers the elements of F between levels of equal energy, including the diagonal. For e_p ≠ e_n the file gives no expression in terms of D alone. The definition F = [K, D] still applies there, but it may involve elements of K between degenerate levels or on its diagonal, and D carries no information about those.
